# A quadratic bound on the energy variance of a trial state when H − E is bounded

Take two levels with energies 0 and 1 and the normalised trial state $y=(\cos\theta,\sin\theta)$. A measurement of the energy gives 0 with probability $\cos^2\theta$ and 1 with probability $\sin^2\theta$, so the mean is $\sin^2\theta$ and the variance is
$$\sin^2\theta-\sin^4\theta .$$
Compare $y$ with the lower eigenvector $f=(1,0)$, whose energy is $E=0$. The error $d=y-f=(\cos\theta-1,\sin\theta)$ satisfies $Hd=(0,\sin\theta)$. The first term of the variance is therefore $\|Hd\|^2$, and the second is $\langle d,Hd\rangle^2$. The variance is a squared norm, quadratic in the error, minus a correction of fourth order. The same structure holds for any symmetric $H$ and any eigenvector, once $H$ is replaced by $H-E$.

## Setting and definitions

```lean
import Mathlib

open scoped InnerProductSpace

namespace ZeroVarianceSampling

noncomputable section

variable {V : Type*} [NormedAddCommGroup V] [InnerProductSpace ℝ V]
```

The first line loads Mathlib. The `variable` line fixes $V$, a real vector space with an inner product; no dimension is specified. Amplitudes are thus real, as they can be chosen for a real symmetric Hamiltonian matrix.

```lean
/-- The energy `⟨y, H y⟩` of a trial state `y`. -/
def energy (H : V →ₗ[ℝ] V) (y : V) : ℝ := inner ℝ y (H y)
```

`V →ₗ[ℝ] V` is the type of linear maps from $V$ to itself, and `inner ℝ y (H y)` is $\langle y,Hy\rangle$. There is no division by $\langle y,y\rangle$, so this is the energy expectation value when $\|y\|=1$.

```lean
/-- The energy variance of a trial state: the squared norm of the residual `H y - e y`,
with `e` the energy of `y`. -/
def energyVariance (H : V →ₗ[ℝ] V) (y : V) : ℝ := ‖H y - energy H y • y‖ ^ 2
```

Write $e=\langle y,Hy\rangle$. The variance is $\|Hy-ey\|^2$, with `•` denoting multiplication of a vector by a number. For symmetric $H$ and $\|y\|=1$, expanding the square gives $\langle y,H^2y\rangle-e^2$, the mean square of the energy minus the square of its mean, as in the opening example. It vanishes precisely when $Hy=ey$.

```lean
/-- The local energy `(H y)_i / y_i` at configuration `i` of an orthonormal basis. -/
def localEnergy {ι : Type*} [Fintype ι] (b : OrthonormalBasis ι ℝ V)
    (H : V →ₗ[ℝ] V) (y : V) (i : ι) : ℝ :=
  inner ℝ (b i) (H y) / inner ℝ (b i) y
```

Let $b_i$ be an orthonormal basis of configurations, labelled by a finite set, and write $y_i=\langle b_i,y\rangle$. The local energy is
$$\varepsilon_i=\frac{(Hy)_i}{y_i},$$
the quantity averaged in variational Monte Carlo, here for finitely many configurations and real amplitudes.

## Averages of the local energy

```lean
/-- If no amplitude of `y` vanishes, the local energy averaged with the weights `y_i ^ 2`
is the energy of `y`. -/
theorem sampled_mean {ι : Type*} [Fintype ι] (b : OrthonormalBasis ι ℝ V)
    (H : V →ₗ[ℝ] V) (y : V) (hy : ∀ i, inner ℝ (b i) y ≠ 0) :
    ∑ i, (inner ℝ (b i) y) ^ 2 * localEnergy b H y i = energy H y := by
  unfold energy
  rw [← b.sum_inner_mul_inner y (H y)]
  apply Finset.sum_congr rfl
  intro i _
  have hi := hy i
  have hq : inner ℝ (b i) y * localEnergy b H y i = inner ℝ (b i) (H y) := by
    unfold localEnergy
    field_simp
  rw [real_inner_comm (b i) y, ← hq]
  ring
```

In a Lean theorem the hypotheses stand in brackets before the colon, the claim stands after it, and the proof follows `:= by`. Here `hy` says that no amplitude vanishes, and the claim is
$$\sum_i y_i^2\,\varepsilon_i=\langle y,Hy\rangle .$$
By hand, $y_i\varepsilon_i=(Hy)_i$, so the sum is $\sum_i y_i(Hy)_i$, which is the inner product written in components. In the proof, `hq` is the cancellation of $y_i$, and `b.sum_inner_mul_inner` is the expansion in the basis. The weights $y_i^2$ form a probability distribution when $y$ is normalised; the identity itself needs neither normalisation nor symmetry.

```lean
/-- If no amplitude of `y` vanishes, the spread of the local energy about the energy of `y`,
taken with the weights `y_i ^ 2`, is the energy variance of `y`. -/
theorem sampled_variance {ι : Type*} [Fintype ι] (b : OrthonormalBasis ι ℝ V)
    (H : V →ₗ[ℝ] V) (y : V) (hy : ∀ i, inner ℝ (b i) y ≠ 0) :
    ∑ i, (inner ℝ (b i) y) ^ 2 * (localEnergy b H y i - energy H y) ^ 2
      = energyVariance H y := by
  unfold energyVariance
  -- Parseval's identity for the residual
  rw [← real_inner_self_eq_norm_sq,
    ← b.sum_inner_mul_inner (H y - energy H y • y) (H y - energy H y • y)]
  apply Finset.sum_congr rfl
  intro i _
  have hi := hy i
  have hq : inner ℝ (b i) y * localEnergy b H y i = inner ℝ (b i) (H y) := by
    unfold localEnergy
    field_simp
  rw [real_inner_comm (b i) (H y - energy H y • y), inner_sub_right,
    real_inner_smul_right, ← hq]
  ring
```

The corresponding statement for the spread is
$$\sum_i y_i^2(\varepsilon_i-e)^2=\|Hy-ey\|^2 .$$
Since $y_i(\varepsilon_i-e)=(Hy)_i-e\,y_i$, each term on the left is the square of one component of the residual, and Parseval's identity adds them up. The Lean proof writes the squared norm as an inner product of the residual with itself, expands it in the basis and compares term by term.

The condition on the amplitudes has physical content here. A configuration with $y_i=0$ is never sampled, yet it contributes $(Hy)_i^2$ to the operator variance.

## The exact variance formula

```lean
/-- For symmetric `H` and a normalised trial state `f + d` with `H f = E f`, the energy variance is
`‖(H - E) d‖ ^ 2 - ⟨d, (H - E) d⟩ ^ 2`. -/
theorem energyVariance_eq {H : V →ₗ[ℝ] V} (hH : H.IsSymmetric) {f d : V} {E : ℝ}
    (hf : H f = E • f) (hy : ‖f + d‖ = 1) :
    energyVariance H (f + d)
      = ‖H d - E • d‖ ^ 2 - (inner ℝ d (H d - E • d)) ^ 2 := by
  -- the error residual is orthogonal to the exact state
  have hfr : inner ℝ f (H d - E • d) = 0 := by
    rw [inner_sub_right, real_inner_smul_right, ← hH f d, hf, real_inner_smul_left,
      sub_self]
  have hHy : H (f + d) = (H d - E • d) + E • (f + d) := by
    rw [map_add, hf]
    module
  have he : energy H (f + d) = inner ℝ d (H d - E • d) + E := by
    unfold energy
    rw [hHy, inner_add_right, real_inner_smul_right, real_inner_self_eq_norm_sq, hy,
      inner_add_left, hfr]
    ring
  have hres : H (f + d) - energy H (f + d) • (f + d)
      = (H d - E • d) - (inner ℝ d (H d - E • d) : ℝ) • (f + d) := by
    rw [he, hHy]
    module
  -- expand the squared norm of the residual
  unfold energyVariance
  rw [hres, norm_sub_sq_real, real_inner_smul_right, norm_smul, mul_pow, hy,
    Real.norm_eq_abs, sq_abs, real_inner_comm (f + d) (H d - E • d), inner_add_left, hfr]
  ring
```

The trial state is now split as $y=f+d$. The hypotheses say that $H$ is symmetric (`hH`), that $Hf=Ef$ (`hf`) and that the sum has unit norm (`hy`). The vector $f$ need not be normalised. Its sign is free as well: $f$ and $-f$ describe the same physical state, so the sign that gives the smaller $\|d\|$ is the sensible choice. Curly braces mark arguments that Lean infers from the others.

Set $r=Hd-Ed$ and $s=\langle d,r\rangle$. The claim is that the variance equals $\|r\|^2-s^2$, and the derivation has four steps.

1. The vector $r$ is orthogonal to $f$ (`hfr`):
$$\langle f,r\rangle=\langle f,Hd\rangle-E\langle f,d\rangle=\langle Hf,d\rangle-E\langle f,d\rangle=0 .$$
2. From $Hy=Ef+Hd$ and $f=y-d$ it follows that $Hy=r+Ey$ (`hHy`).
3. Taking the inner product with $y$, and using $\|y\|=1$ and step 1, gives $e=\langle f,r\rangle+\langle d,r\rangle+E=s+E$ (`he`).
4. Hence $Hy-ey=r-sy$ (`hres`). Since $\langle r,y\rangle=s$, expanding the square gives
$$\|r-sy\|^2=\|r\|^2-2s\langle r,y\rangle+s^2\|y\|^2=\|r\|^2-s^2 .$$

The tactic `module` settles identities between linear combinations of vectors, and `ring` does the same for numbers. The long `rw` at the end is the expansion of the square, one rule at a time.

**How symmetry enters.** Everything rests on step 1, and there on the expression `← hH f d`. In Mathlib, `H.IsSymmetric` means that $\langle Hx,y\rangle=\langle x,Hy\rangle$ for all $x$ and $y$. A proof of a statement "for all" behaves in Lean like a function: supplied with the vectors `f` and `d`, `hH` returns the equation $\langle Hf,d\rangle=\langle f,Hd\rangle$. The command `rw` replaces the left side of an equation by its right side, and the arrow reverses the direction. So `← hH f d` moves $H$ from $d$ onto $f$, where `hf` can turn it into the number $E$. This is the familiar step of letting a Hermitian operator act to the left.

**The energy error.** Step 3 also gives a neighbouring result. It says $e-E=\langle d,r\rangle$, so by Cauchy–Schwarz $|e-E|\le\|d\|\,\|r\|$. If $\|r\|\le C\|d\|$, then $|e-E|\le C\|d\|^2$: the energy error is quadratic in the error of the state as well.

## Bounds from both sides

```lean
/-- For symmetric `H` and a normalised trial state `f + d` with `H f = E f`, the energy variance
lies between `(1 - ‖d‖ ^ 2) ‖(H - E) d‖ ^ 2` and `‖(H - E) d‖ ^ 2`. -/
theorem energyVariance_two_sided {H : V →ₗ[ℝ] V} (hH : H.IsSymmetric) {f d : V} {E : ℝ}
    (hf : H f = E • f) (hy : ‖f + d‖ = 1) :
    (1 - ‖d‖ ^ 2) * ‖H d - E • d‖ ^ 2 ≤ energyVariance H (f + d) ∧
      energyVariance H (f + d) ≤ ‖H d - E • d‖ ^ 2 := by
  rw [energyVariance_eq hH hf hy]
  -- Cauchy-Schwarz controls the subtracted term
  have hcs : (inner ℝ d (H d - E • d)) ^ 2 ≤ (‖d‖ * ‖H d - E • d‖) ^ 2 := by
    apply sq_le_sq.mpr
    rw [abs_of_nonneg (by positivity : 0 ≤ ‖d‖ * ‖H d - E • d‖)]
    exact abs_real_inner_le_norm d (H d - E • d)
  constructor
  · rw [mul_pow] at hcs
    linarith
  · linarith [sq_nonneg (inner ℝ d (H d - E • d) : ℝ)]
```

With the same hypotheses,
$$(1-\|d\|^2)\,\|r\|^2\;\le\;\|Hy-ey\|^2\;\le\;\|r\|^2 .$$
The upper bound drops the non-negative term $s^2$ from the exact formula. The lower bound uses Cauchy–Schwarz, $s^2\le\|d\|^2\|r\|^2$, which is `hcs` in the proof. The symbol `∧` means "and"; `constructor` splits the claim into its two inequalities, and `linarith` finishes each by linear arithmetic.

For small $d$ the two bounds nearly coincide, so $\|r\|^2$ is then a good estimate of the variance and not merely a ceiling. For $\|d\|\ge 1$ the lower bound says nothing beyond non-negativity.

```lean
/-- For symmetric `H` and a normalised trial state `f + d` with `H f = E f`, the upper bound `‖(H -
E) d‖ ^ 2` on the energy variance is attained exactly when `⟨d, (H - E) d⟩` vanishes. -/
theorem energyVariance_eq_bound_iff {H : V →ₗ[ℝ] V} (hH : H.IsSymmetric) {f d : V} {E : ℝ}
    (hf : H f = E • f) (hy : ‖f + d‖ = 1) :
    energyVariance H (f + d) = ‖H d - E • d‖ ^ 2 ↔ inner ℝ d (H d - E • d) = 0 := by
  rw [energyVariance_eq hH hf hy, sub_eq_self]
  exact pow_eq_zero_iff two_ne_zero
```

The upper bound is an equality exactly when $s=0$. The proof reads this off the exact formula: $\|r\|^2-s^2=\|r\|^2$ holds if and only if $s^2=0$. By step 3 above, this is the case $e=E$, in which the trial energy happens to equal the exact level.

## From the state error to a sample count

```lean
/-- Let `H` be symmetric with `H f = E f`, and let `f + d` be a normalised trial state. If `H - E`
stretches no vector by more than a factor `C`, the energy variance is at most `C ^ 2 ‖d‖ ^ 2`,
quadratic in the error `d` of the trial state. -/
theorem energyVariance_le_quadratic {H : V →ₗ[ℝ] V} (hH : H.IsSymmetric) {f d : V}
    {E C : ℝ} (hf : H f = E • f) (hy : ‖f + d‖ = 1)
    (hC : ∀ x, ‖H x - E • x‖ ≤ C * ‖x‖) :
    energyVariance H (f + d) ≤ C ^ 2 * ‖d‖ ^ 2 := by
  rw [← mul_pow]
  exact (energyVariance_two_sided hH hf hy).2.trans
    (pow_le_pow_left₀ (norm_nonneg _) (hC d) 2)
```

The new hypothesis `hC` says that $\|Hx-Ex\|\le C\|x\|$ for every $x$. In a finite basis such a $C$ always exists, and the smallest one is the largest distance from $E$ to any eigenvalue of $H$. It stands for the energy range that the error can reach. A continuum Hamiltonian with unbounded kinetic energy has no such constant. Applied to $x=d$, the hypothesis gives
$$\|Hy-ey\|^2\le\|r\|^2\le C^2\|d\|^2 .$$
The proof chains these two inequalities with `.trans`; the suffix `.2` picks the upper bound out of the preceding two-sided theorem.

For a fixed Hamiltonian and a fixed level, halving the state error thus divides this bound on the variance by four.

```lean
/-- Let `H` be symmetric with `H f = E f`, let `f + d` be a normalised trial state, let `H - E`
stretch no vector by more than a factor `C`, and let `ε > 0`. If the natural number `N` is at least
`(C ‖d‖ / ε) ^ 2`, the energy variance is at most `N ε ^ 2`. -/
theorem sufficient_samples {H : V →ₗ[ℝ] V} (hH : H.IsSymmetric) {f d : V}
    {E C ε : ℝ} (hf : H f = E • f) (hy : ‖f + d‖ = 1)
    (hC : ∀ x, ‖H x - E • x‖ ≤ C * ‖x‖) (hε : 0 < ε) (N : ℕ)
    (hN : (C * ‖d‖ / ε) ^ 2 ≤ N) :
    energyVariance H (f + d) ≤ N * ε ^ 2 := by
  have h := energyVariance_le_quadratic hH hf hy hC
  rw [div_pow, div_le_iff₀ (by positivity), mul_pow] at hN
  exact h.trans hN
```

Let $\varepsilon>0$, without an index, be the target statistical error, and let $N$ be a natural number with $N\ge(C\|d\|/\varepsilon)^2$. Multiplying by $\varepsilon^2$ gives $C^2\|d\|^2\le N\varepsilon^2$, and the previous theorem then yields
$$\|Hy-ey\|^2\le N\varepsilon^2 .$$
The `rw` line clears the denominator in `hN`, and the last line combines the two inequalities.

The link to sampling is the usual rule for independent samples: if no amplitude of $y$ vanishes, the mean of $N\ge1$ local energies, drawn independently with the weights $y_i^2$, has variance $\|Hy-ey\|^2/N$. With that rule, the inequality says that the standard error of the energy is at most $\varepsilon$. The theorem itself contains no random variables; independence is an assumption of this reading, and the correlated samples of a Markov chain generally require a separate correction. The count is sufficient, and often more than is needed.

In variational Monte Carlo with a finite configuration basis, the result shows that, for fixed $C$ and $\varepsilon$, a smaller error $\|d\|$ lowers the number of samples that is guaranteed to suffice. It does not compare that saving with the price of constructing or evaluating the better state.

## The two-level system with numbers

```lean
/-- A two-level Hamiltonian with level energies 0 and 1. -/
def twoLevel : EuclideanSpace ℝ (Fin 2) →ₗ[ℝ] EuclideanSpace ℝ (Fin 2) where
  toFun x := !₂[0, x 1]
  map_add' x y := by ext i; fin_cases i <;> simp
  map_smul' c x := by ext i; fin_cases i <;> simp
```

`EuclideanSpace ℝ (Fin 2)` is the plane with its usual inner product, and its components are numbered 0 and 1. The map sends $(x_0,x_1)$ to $(0,x_1)$, so it is the diagonal matrix with entries 0 and 1. The notation `!₂[...]` writes a vector of this space by its components. The two lines after `toFun` verify linearity, component by component.

```lean
/-- The two-level Hamiltonian is symmetric, `(1, 0)` is an eigenvector with energy 0, and adding
the error `(-2/5, 4/5)` gives a normalised trial state with energy variance `144/625`. -/
theorem twoLevel_witness :
    twoLevel.IsSymmetric ∧
    twoLevel !₂[1, 0] = (0 : ℝ) • !₂[1, 0] ∧
    ‖(!₂[1, 0] + !₂[-2/5, 4/5] : EuclideanSpace ℝ (Fin 2))‖ = 1 ∧
    energyVariance twoLevel (!₂[1, 0] + !₂[-2/5, 4/5]) = 144 / 625 := by
  have hS : twoLevel.IsSymmetric := by
    intro x y
    simp [twoLevel, PiLp.inner_apply, Fin.sum_univ_two]
  have hf : twoLevel !₂[1, 0] = (0 : ℝ) • !₂[1, 0] := by
    ext i
    fin_cases i <;> simp [twoLevel]
  have hn : ‖(!₂[1, 0] + !₂[-2/5, 4/5] : EuclideanSpace ℝ (Fin 2))‖ = 1 := by
    rw [EuclideanSpace.norm_eq, Real.sqrt_eq_one]
    simp only [Fin.sum_univ_two, Real.norm_eq_abs, sq_abs]
    norm_num
  refine ⟨hS, hf, hn, ?_⟩
  rw [energyVariance_eq hS hf hn, ← real_inner_self_eq_norm_sq]
  simp only [twoLevel, PiLp.inner_apply, Fin.sum_univ_two, LinearMap.coe_mk, AddHom.coe_mk,
    zero_smul, sub_zero]
  norm_num

end

end ZeroVarianceSampling
```

This is the opening example with $\cos\theta=3/5$ and $\sin\theta=4/5$. The theorem states four things: $H$ is symmetric, $f=(1,0)$ is an eigenvector with energy 0, adding $d=(-2/5,4/5)$ gives a unit vector, and the variance of that vector is $144/625$. The hypotheses of the exact formula are therefore met by a state whose variance is not zero.

By hand, $r=Hd=(0,4/5)$, so $\|r\|^2=16/25$ and $s=16/25$. The exact formula gives
$$\frac{16}{25}-\frac{256}{625}=\frac{144}{625}.$$
The Lean proof takes the same route: it establishes the first three claims as `hS`, `hf` and `hn`, passes them to `energyVariance_eq`, and leaves the remaining arithmetic to `norm_num`.

The numbers also show how much room the bounds leave. Here $\|d\|^2=4/5$, so the two-sided estimate reads $80/625\le144/625\le400/625$. With $C=1$ and a target error $\varepsilon=1/10$, in units of the level spacing, the sufficient count is 80 samples, whereas the actual variance calls for 24. The trial state is far from the eigenvector, and the estimate is correspondingly loose.

```lean
#print axioms ZeroVarianceSampling.sampled_mean
#print axioms ZeroVarianceSampling.sampled_variance
#print axioms ZeroVarianceSampling.energyVariance_eq_bound_iff
#print axioms ZeroVarianceSampling.sufficient_samples
```

```
'ZeroVarianceSampling.sampled_mean' depends on axioms: [propext, Classical.choice, Quot.sound]
'ZeroVarianceSampling.sampled_variance' depends on axioms: [propext, Classical.choice, Quot.sound]
'ZeroVarianceSampling.energyVariance_eq_bound_iff' depends on axioms: [propext, Classical.choice, Quot.sound]
'ZeroVarianceSampling.sufficient_samples' depends on axioms: [propext, Classical.choice, Quot.sound]
```
